# Bounds on the energy lowering from several mutually uncoupled basis functions

One way to screen candidate basis functions is to add each one alone to a reference function and compute its energy lowering. The problems below show how these separate lowerings bound the lowering from the full set, from below and from above. The basis is finite and orthonormal, every candidate has a diagonal energy above that of the reference, and no two candidates couple to each other.

This matrix pattern occurs in configuration interaction when a reference determinant is coupled to excited states that have already been diagonalised among themselves. Excited functions that still couple to each other are not covered.

## The Hamiltonian and its trial vectors

Let $i$ run over a finite set of added functions, and let $0$ label the reference. The real symmetric Hamiltonian $H$ has

$$H_{00}=a,\qquad H_{ii}=d_i,\qquad H_{0i}=H_{i0}=b_i,\qquad H_{ij}=0\quad(i\ne j).$$

In Lean the added functions form the type `ι`, and the full basis is `Option ι`: `none` is the reference and `some i` is the added function $i$.

```lean
import Mathlib

open Matrix

namespace RayleighRitzEnlargedBasis

noncomputable section

variable {ι : Type*} [Fintype ι] [DecidableEq ι]

/-- The Hamiltonian matrix: a reference function of energy `a`, added functions of energies `d i`,
couplings `b i` to the reference, and no coupling between different added functions. -/
def hamiltonian (a : ℝ) (d b : ι → ℝ) : Matrix (Option ι) (Option ι) ℝ :=
  Matrix.of fun p q => match p, q with
    | none, none => a
    | none, some i => b i
    | some i, none => b i
    | some i, some j => if i = j then d i else 0
```

For a subset $s$ of the added functions, a trial vector $v$ has real components $v_0$ and $v_i$, with $v_i=0$ for $i\notin s$. Its normalisation is $v^{T}v=1$, which is where orthonormality of the basis enters. The set `trialEnergies` collects the values $v^{T}Hv$ of all such vectors.

```lean
/-- The energies of all normalised trial vectors built from the reference and the functions
in `s`. -/
def trialEnergies (a : ℝ) (d b : ι → ℝ) (s : Finset ι) : Set ℝ :=
  {e | ∃ v : Option ι → ℝ, (∀ i, i ∉ s → v (some i) = 0) ∧ v ⬝ᵥ v = 1 ∧
    v ⬝ᵥ (hamiltonian a d b *ᵥ v) = e}
```

The ground energy $E_s$ is the infimum of these values. That it is attained has to be shown.

```lean
/-- The Rayleigh-Ritz ground energy in the basis of the reference and the functions in `s`. -/
def groundEnergy (a : ℝ) (d b : ι → ℝ) (s : Finset ι) : ℝ :=
  sInf (trialEnergies a d b s)
```

The lowering is $L_s=a-E_s$, measured from the reference energy and positive when the energy falls. For a single function, write $L_i$ for $L_{\{i\}}$.

```lean
/-- The lowering of the ground energy below `a` when the functions in `s` are added. -/
def lowering (a : ℝ) (d b : ι → ℝ) (s : Finset ι) : ℝ :=
  a - groundEnergy a d b s
```

From part (c) on, $d_i>a$ is assumed for every added function (`hd` in Lean). Physically, the reference is the basis function of lowest energy before any mixing.

## (a) The energy as a sum of squares

Let $x$ be a real number such that $D_i=d_i-a+x$ is positive for every $i$ and

$$x=\sum_{i\in s}\frac{b_i^2}{D_i}.$$

Show that every vector $v$ supported on the reference and $s$, normalised or not, satisfies

$$v^{T}Hv=(a-x)\,v^{T}v+\sum_{i\in s}D_i\left(v_i+\frac{b_iv_0}{D_i}\right)^2 .$$

**Solution.** The energy and the squared norm are

$$v^{T}Hv=a v_0^2+\sum_{i\in s}\left(2b_iv_0v_i+d_iv_i^2\right),\qquad v^{T}v=v_0^2+\sum_{i\in s}v_i^2 .$$

Each square expands to $D_iv_i^2+2b_iv_0v_i+b_i^2v_0^2/D_i$. Since $D_i=d_i-(a-x)$, the sum of squares equals

$$\sum_{i\in s}\left(2b_iv_0v_i+d_iv_i^2\right)-(a-x)\sum_{i\in s}v_i^2+v_0^2\sum_{i\in s}\frac{b_i^2}{D_i}.$$

By the equation for $x$, the last term is $xv_0^2$. Adding $(a-x)v^{T}v$ cancels the terms in $(a-x)v_i^2$ and leaves $av_0^2$ plus the first sum, which is the energy.

In the code, `hE`, `hN` and `hS` are the energy, the norm and the expanded squares. The final `linear_combination` uses the equation for $x$, multiplied by $v_0^2$.

```lean
variable {a : ℝ} {d b : ι → ℝ}

/-- If `x` solves the secular equation `x = ∑ i ∈ s, b i ^ 2 / (d i - a + x)` and every `d i - a +
x` is positive, the energy of a trial vector is `a - x` times its squared norm plus a weighted sum
of squares. -/
theorem energy_complete_square {s : Finset ι} {x : ℝ} (hpos : ∀ i, 0 < d i - a + x)
    (hx : x = ∑ i ∈ s, b i ^ 2 / (d i - a + x))
    (v : Option ι → ℝ) (hv : ∀ i, i ∉ s → v (some i) = 0) :
    v ⬝ᵥ (hamiltonian a d b *ᵥ v) = (a - x) * (v ⬝ᵥ v) +
      ∑ i ∈ s, (d i - a + x) * (v (some i) + b i * v none / (d i - a + x)) ^ 2 := by
  -- the energy and the norm as sums over the functions in `s`
  have hE : v ⬝ᵥ (hamiltonian a d b *ᵥ v) = a * v none ^ 2 +
      ∑ i ∈ s, (2 * v none * b i * v (some i) + d i * v (some i) ^ 2) := by
    rw [Finset.sum_subset (Finset.subset_univ s) (fun i _ hi => by simp [hv i hi])]
    simp only [dotProduct, Matrix.mulVec, Fintype.sum_option, hamiltonian, Matrix.of_apply,
      ite_mul, zero_mul, Finset.sum_ite_eq, Finset.mem_univ, if_true]
    rw [mul_add, Finset.mul_sum, add_assoc, ← Finset.sum_add_distrib]
    congr 1
    · ring
    · exact Finset.sum_congr rfl fun i _ => by ring
  have hN : v ⬝ᵥ v = v none ^ 2 + ∑ i ∈ s, v (some i) ^ 2 := by
    rw [Finset.sum_subset (Finset.subset_univ s) (fun i _ hi => by simp [hv i hi])]
    simp only [dotProduct, Fintype.sum_option, pow_two]
  -- expand the squares term by term
  have hS : ∑ i ∈ s, (d i - a + x) * (v (some i) + b i * v none / (d i - a + x)) ^ 2 =
      ∑ i ∈ s, (2 * v none * b i * v (some i) + d i * v (some i) ^ 2)
        - (a - x) * ∑ i ∈ s, v (some i) ^ 2
        + v none ^ 2 * ∑ i ∈ s, b i ^ 2 / (d i - a + x) := by
    rw [Finset.mul_sum, Finset.mul_sum, ← Finset.sum_sub_distrib, ← Finset.sum_add_distrib]
    refine Finset.sum_congr rfl fun i _ => ?_
    have h := (hpos i).ne'
    field_simp
    ring
  rw [hE, hN, hS]
  linear_combination v none ^ 2 * hx
```

## (b) The lowest trial energy

With $x$ as in (a), show that the minimum over normalised trial vectors exists and is

$$\min_v v^{T}Hv=a-x .$$

**Solution.** For $v^{T}v=1$, the identity in (a) gives $a-x$ plus non-negative terms, so no trial energy lies below $a-x$. The value is reached when every square vanishes. Take $w_0=1$, $w_i=-b_i/D_i$ for $i\in s$, and zero elsewhere. Its squared norm is $N=1+\sum_{i\in s}b_i^2/D_i^2>0$, and the normalised minimiser is

$$v_0=\frac{1}{\sqrt N},\qquad v_i=-\frac{b_i}{D_i\sqrt N}\quad(i\in s).$$

`IsLeast` says that $a-x$ belongs to the set of trial energies and is a lower bound of it. The two halves of the proof follow that order, with `r` as the factor $1/\sqrt N$.

```lean
/-- If `x` solves the secular equation and every `d i - a + x` is positive, then `a - x` is the
lowest trial energy, and it is attained. -/
theorem isLeast_of_secular {s : Finset ι} {x : ℝ} (hpos : ∀ i, 0 < d i - a + x)
    (hx : x = ∑ i ∈ s, b i ^ 2 / (d i - a + x)) :
    IsLeast (trialEnergies a d b s) (a - x) := by
  constructor
  · -- the vector that makes every square vanish, before normalisation
    obtain ⟨w, hw0, hws, hwn⟩ : ∃ w : Option ι → ℝ, w none = 1 ∧
        (∀ i, i ∈ s → w (some i) = -b i / (d i - a + x)) ∧ ∀ i, i ∉ s → w (some i) = 0 :=
      ⟨fun o => o.elim 1 (fun i => if i ∈ s then -b i / (d i - a + x) else 0), rfl,
        fun i hi => if_pos hi, fun i hi => if_neg hi⟩
    have hN : 0 < w ⬝ᵥ w := by
      have h : 0 ≤ ∑ i, w (some i) * w (some i) :=
        Finset.sum_nonneg fun i _ => mul_self_nonneg _
      rw [dotProduct, Fintype.sum_option, hw0]
      linarith
    obtain ⟨r, hr⟩ : ∃ r : ℝ, r * (r * (w ⬝ᵥ w)) = 1 :=
      ⟨(√(w ⬝ᵥ w))⁻¹, by
        rw [← mul_assoc, ← mul_inv, Real.mul_self_sqrt hN.le, inv_mul_cancel₀ hN.ne']⟩
    have hn : (r • w) ⬝ᵥ (r • w) = 1 := by
      rw [smul_dotProduct, dotProduct_smul, smul_eq_mul, smul_eq_mul, hr]
    have hv : ∀ i, i ∉ s → (r • w) (some i) = 0 := fun i hi => by simp [hwn i hi]
    refine ⟨r • w, hv, hn, ?_⟩
    rw [energy_complete_square hpos hx _ hv, hn, Finset.sum_eq_zero, mul_one, add_zero]
    intro i hi
    rw [Pi.smul_apply, Pi.smul_apply, hws i hi, hw0, smul_eq_mul, smul_eq_mul]
    ring
  · rintro e ⟨v, hv, hn, rfl⟩
    rw [energy_complete_square hpos hx v hv, hn]
    have h : 0 ≤ ∑ i ∈ s, (d i - a + x) * (v (some i) + b i * v none / (d i - a + x)) ^ 2 :=
      Finset.sum_nonneg fun i _ => mul_nonneg (hpos i).le (sq_nonneg _)
    linarith
```

## (c) A root of the secular equation

Assume $d_i>a$ for all $i$. Show that some $x\ge 0$ satisfies

$$f(x)=x-\sum_{i\in s}\frac{b_i^2}{d_i-a+x}=0 .$$

**Solution.** Let $M=\sum_{i\in s}b_i^2/(d_i-a)\ge 0$, the size of the second-order perturbation estimate. On $[0,M]$ all denominators are positive, so $f$ is continuous. At the ends,

$$f(0)=-M\le 0,\qquad f(M)=\sum_{i\in s}b_i^2\left(\frac1{d_i-a}-\frac1{d_i-a+M}\right)\ge 0 .$$

The intermediate value theorem gives a root in $[0,M]$. If $s$ is empty or all its couplings vanish, the interval is the single point $0$, which is the root.

The code establishes continuity as `hc` and the two signs as `h0` and `h1`, then applies `intermediate_value_Icc`.

```lean
omit [Fintype ι] [DecidableEq ι] in
/-- The secular equation has a non-negative solution. -/
theorem exists_secular_root (hd : ∀ i, a < d i) (s : Finset ι) :
    ∃ x : ℝ, 0 ≤ x ∧ x = ∑ i ∈ s, b i ^ 2 / (d i - a + x) := by
  have hg : ∀ i, 0 < d i - a := fun i => sub_pos.2 (hd i)
  have hM : 0 ≤ ∑ i ∈ s, b i ^ 2 / (d i - a) :=
    Finset.sum_nonneg fun i _ => div_nonneg (sq_nonneg _) (hg i).le
  set M := ∑ i ∈ s, b i ^ 2 / (d i - a) with hMdef
  have hc : ContinuousOn (fun x : ℝ => x - ∑ i ∈ s, b i ^ 2 / (d i - a + x)) (Set.Icc 0 M) := by
    refine continuousOn_id.sub (continuousOn_finsetSum s fun i _ => ?_)
    refine ContinuousOn.div continuousOn_const (by fun_prop) fun x hx => ?_
    have h1 := hg i
    have h2 := hx.1
    exact (by linarith : 0 < d i - a + x).ne'
  -- the function is at most zero at `0` and at least zero at the second-order estimate `M`
  have h0 : (0 : ℝ) - ∑ i ∈ s, b i ^ 2 / (d i - a + 0) ≤ 0 := by
    simp only [add_zero]
    linarith
  have h1 : 0 ≤ M - ∑ i ∈ s, b i ^ 2 / (d i - a + M) := by
    refine sub_nonneg.2 (Finset.sum_le_sum fun i _ => ?_)
    exact div_le_div_of_nonneg_left (sq_nonneg _) (hg i) (by linarith)
  obtain ⟨x, hx, hfx⟩ := intermediate_value_Icc hM hc ⟨h0, h1⟩
  exact ⟨x, hx.1, sub_eq_zero.1 hfx⟩
```

## (d) The equation obeyed by the lowering

Show that $E_s$ is attained by a normalised trial vector, that $L_s\ge 0$, and that

$$L_s=\sum_{i\in s}\frac{b_i^2}{d_i-a+L_s}.$$

**Solution.** Take the root $x\ge 0$ from (c). Then $d_i-a+x>0$ for every $i$, so (b) applies and $a-x$ is the attained minimum. An attained minimum is also the infimum, hence $E_s=a-x$ and $L_s=x$. The claims are then the properties of $x$.

In Lean, `hleast.csInf_eq` identifies the infimum with the minimum.

```lean
/-- If every added function has a diagonal energy above `a`, the ground energy is attained by a
normalised trial vector, and the lowering is a non-negative solution of the secular equation. -/
theorem lowering_secular (hd : ∀ i, a < d i) (s : Finset ι) :
    IsLeast (trialEnergies a d b s) (groundEnergy a d b s) ∧ 0 ≤ lowering a d b s ∧
      lowering a d b s = ∑ i ∈ s, b i ^ 2 / (d i - a + lowering a d b s) := by
  obtain ⟨x, hx0, hx⟩ := exists_secular_root (b := b) hd s
  have hleast := isLeast_of_secular (fun i => by linarith [hd i]) hx
  have hE : groundEnergy a d b s = a - x := hleast.csInf_eq
  have hL : lowering a d b s = x := by rw [lowering, hE]; ring
  rw [hL, hE]
  exact ⟨hleast, hx0, hx⟩
```

## (e) Enlarging the set of added functions

Let $s\subseteq t$. Show that

$$L_s\le L_t .$$

**Solution.** By (d), some normalised vector supported on the reference and $s$ has energy $E_s$. It is also an allowed trial vector for $t$, so $E_t\le E_s$. Subtracting both energies from $a$ reverses the inequality.

The code does the same: it extracts the minimiser `v` for `s` and inserts it into the lower-bound property for `t`.

```lean
/-- Enlarging the basis never reduces the lowering. -/
theorem lowering_mono (hd : ∀ i, a < d i) {s t : Finset ι} (hst : s ⊆ t) :
    lowering a d b s ≤ lowering a d b t := by
  obtain ⟨v, hv, hn, he⟩ := (lowering_secular (b := b) hd s).1.1
  have h := (lowering_secular (b := b) hd t).1.2 ⟨v, fun i hi => hv i fun h => hi (hst h), hn, he⟩
  unfold lowering
  linarith
```

## (f) One added function

Show that

$$L_i=\frac{\sqrt{(d_i-a)^2+4b_i^2}-(d_i-a)}{2}.$$

**Solution.** For $s=\{i\}$ the equation in (d) has one term. Multiplying by its positive denominator gives

$$L_i^2+(d_i-a)L_i=b_i^2,$$

and therefore

$$(d_i-a)^2+4b_i^2=\left(2L_i+d_i-a\right)^2 .$$

Since $L_i\ge 0$ and $d_i>a$, the bracket is positive, so the square root returns the bracket itself. Solving for $L_i$ gives the formula.

The perfect square is `hs` in the code, and `Real.sqrt_sq` takes the root.

```lean
/-- The lowering from a single added function, in closed form. -/
theorem lowering_single (hd : ∀ i, a < d i) (i : ι) :
    lowering a d b {i} = (√((d i - a) ^ 2 + 4 * b i ^ 2) - (d i - a)) / 2 := by
  obtain ⟨-, h0, h⟩ := lowering_secular (b := b) hd {i}
  rw [Finset.sum_singleton] at h
  have hi := hd i
  have hp : 0 < d i - a + lowering a d b {i} := by linarith
  have hq := (eq_div_iff hp.ne').1 h
  have hs : (d i - a) ^ 2 + 4 * b i ^ 2 = (2 * lowering a d b {i} + (d i - a)) ^ 2 := by
    rw [← hq]; ring
  rw [hs, Real.sqrt_sq (by linarith)]
  ring
```

## (g) The full set against its members

Show that

$$L_i\le L_s\quad\text{for every } i\in s,\qquad\text{and}\qquad L_s\le\sum_{i\in s}L_i .$$

**Solution.** The first inequality is (e) applied to $\{i\}\subseteq s$. It also makes every denominator for the full set at least as large as the one for the single function:

$$\frac{b_i^2}{d_i-a+L_s}\le\frac{b_i^2}{d_i-a+L_i}=L_i .$$

Summing over $i\in s$ turns the left side into $L_s$, by (d). For a single function the upper bound is an equality, and for empty $s$ both sides are zero.

`hm` holds the first inequality, and `Finset.sum_le_sum` reduces the second to the comparison of single terms.

```lean
/-- The lowering from adding all functions in `s` is at least each single-function lowering and at
most their sum. -/
theorem lowering_bounds (hd : ∀ i, a < d i) (s : Finset ι) :
    (∀ i ∈ s, lowering a d b {i} ≤ lowering a d b s) ∧
      lowering a d b s ≤ ∑ i ∈ s, lowering a d b {i} := by
  have hm : ∀ i ∈ s, lowering a d b {i} ≤ lowering a d b s := fun i hi =>
    lowering_mono hd (Finset.singleton_subset_iff.2 hi)
  refine ⟨hm, (lowering_secular hd s).2.2.le.trans (Finset.sum_le_sum fun i hi => ?_)⟩
  -- a larger total lowering means a larger denominator
  obtain ⟨-, h0, h⟩ := lowering_secular (b := b) hd {i}
  rw [Finset.sum_singleton] at h
  exact (div_le_div_of_nonneg_left (sq_nonneg _) (by linarith [hd i])
    (by linarith [hm i hi])).trans_eq h.symm
```

## (h) Two functions coupled to the reference

Let $i\ne j$ both lie in $s$, with $b_i\ne 0$ and $b_j\ne 0$. Show that

$$L_s<\sum_{k\in s}L_k .$$

**Solution.** First, $L_i<L_s$. By (g) only equality has to be excluded. If $L_i=L_s$, the $i$-th term in the equation for $L_s$ would be $b_i^2/(d_i-a+L_i)=L_i=L_s$ and would exhaust the sum. The $j$-th term is positive and the others are non-negative, which is a contradiction.

The $i$-th denominator is therefore strictly larger for the full set, and since $b_i\ne 0$,

$$\frac{b_i^2}{d_i-a+L_s}<L_i .$$

The other terms obey the weak inequality from (g), so the sum is strict.

In the code, `hterm` records that the $i$-th term is less than the whole sum, `hlt` is $L_i<L_s$, and `Finset.sum_lt_sum` combines the weak inequalities with the strict one.

```lean
/-- If two different functions in `s` couple to the reference, the total lowering is strictly less
than the sum of the single-function lowerings. -/
theorem lowering_lt_sum (hd : ∀ i, a < d i) {s : Finset ι} {i j : ι} (hi : i ∈ s) (hj : j ∈ s)
    (hij : j ≠ i) (hbi : b i ≠ 0) (hbj : b j ≠ 0) :
    lowering a d b s < ∑ k ∈ s, lowering a d b {k} := by
  obtain ⟨-, hL0, hL⟩ := lowering_secular (b := b) hd s
  have hp : ∀ k, 0 < d k - a + lowering a d b s := fun k => by linarith [hd k]
  have hm := (lowering_bounds (b := b) hd s).1
  have single : ∀ k, 0 ≤ lowering a d b {k} ∧
      lowering a d b {k} = b k ^ 2 / (d k - a + lowering a d b {k}) := fun k => by
    have h := (lowering_secular (b := b) hd {k}).2
    rwa [Finset.sum_singleton] at h
  -- the `i`-th term is less than the whole sum, because the `j`-th term is positive
  have hterm : b i ^ 2 / (d i - a + lowering a d b s) <
      ∑ k ∈ s, b k ^ 2 / (d k - a + lowering a d b s) :=
    Finset.single_lt_sum (f := fun k => b k ^ 2 / (d k - a + lowering a d b s)) hij hi hj
      (div_pos (by positivity) (hp j)) fun k _ _ => div_nonneg (sq_nonneg _) (hp k).le
  have hlt : lowering a d b {i} < lowering a d b s := by
    refine lt_of_le_of_ne (hm i hi) fun h => ?_
    have h' := (single i).2
    rw [h] at h'
    linarith
  refine hL.trans_lt (Finset.sum_lt_sum (fun k hk => ?_) ⟨i, hi, ?_⟩)
  · exact (div_le_div_of_nonneg_left (sq_nonneg _) (by linarith [hd k, (single k).1])
      (by linarith [hm k hk])).trans_eq (single k).2.symm
  · exact (div_lt_div_of_pos_left (by positivity) (by linarith [hd i, (single i).1])
      (by linarith)).trans_eq (single i).2.symm

end

end RayleighRitzEnlargedBasis
```

```lean
#print axioms RayleighRitzEnlargedBasis.lowering_single
#print axioms RayleighRitzEnlargedBasis.lowering_bounds
#print axioms RayleighRitzEnlargedBasis.lowering_lt_sum
```

```
'RayleighRitzEnlargedBasis.lowering_single' depends on axioms: [propext, Classical.choice, Quot.sound]
'RayleighRitzEnlargedBasis.lowering_bounds' depends on axioms: [propext, Classical.choice, Quot.sound]
'RayleighRitzEnlargedBasis.lowering_lt_sum' depends on axioms: [propext, Classical.choice, Quot.sound]
```
